# For nonzero hopping, the lowest singlet energy of the asymmetric Hubbard dimer lies below all three uncoupled energies

A Newton iteration on the cubic for the singlet energies of a Hubbard dimer with two electrons can converge to an excited state, and convergence alone does not reveal it. The density computed from that root can then be wrong as well. A threshold settles the matter. Let $U$ be the on-site repulsion, $d$ the difference of the two site energies (which sum to zero) and $t$ the hopping. Any root below $U-|d|$ is the lowest one, and for $t\neq0$ such a root exists and is also negative.

```lean
import Mathlib

open Matrix Polynomial

namespace AsymmetricHubbardDimer

noncomputable section
```

## Three singlet configurations

Two electrons in a singlet can both sit on site 1, both on site 2, or form the covalent singlet with one on each site. In this order the Hamiltonian is

$$H=\begin{pmatrix}U+d&0&-\sqrt2\,t\\0&U-d&-\sqrt2\,t\\-\sqrt2\,t&-\sqrt2\,t&0\end{pmatrix}.$$

Lean numbers the configurations 0, 1, 2. The matrix is taken as the model and is not derived from a second-quantised Hamiltonian. The parameters are real, with no restriction on sign.

```lean
/-- Singlet Hamiltonian of the Hubbard dimer with repulsion `U`, site asymmetry `d` and hopping `t`,
in the basis (both electrons on site 1, both on site 2, covalent singlet). -/
def singletH (U d t : ℝ) : Matrix (Fin 3) (Fin 3) ℝ :=
  !![U + d, 0, -(√2 * t); 0, U - d, -(√2 * t); -(√2 * t), -(√2 * t), 0]
```

The comparison energies come from a two-level system with diagonal energies $c$ and $0$ and squared coupling $w$, whose lower level is $L=(c-\sqrt{c^2+4w})/2$.

```lean
/-- Lower energy of a two-level system with diagonal energies `c` and `0` and squared coupling `w`. -/
def lowerLevel (c w : ℝ) : ℝ := (c - √(c ^ 2 + 4 * w)) / 2
```

Solving the first two rows of $Hg=Eg$ with $g_2=1$ gives $g_0=\sqrt2\,t/(U+d-E)$ and $g_1=\sqrt2\,t/(U-d-E)$. Dividing $g$ by $\sqrt{1+g_0^2+g_1^2}$ normalises it.

```lean
/-- Unnormalised singlet amplitudes with energy parameter `E` and covalent amplitude one. -/
def groundState (U d t E : ℝ) : Fin 3 → ℝ :=
  ![√2 * t / (U + d - E), √2 * t / (U - d - E), 1]
```

## The cubic for the energies

Expanding the determinant gives

$$\det(x-H)=x(x-U-d)(x-U+d)-2t^2\big[(x-U-d)+(x-U+d)\big],$$

which is $p(x)=x\big((x-U)^2-d^2\big)-4t^2(x-U)$. Lean compares the two polynomials at every real $x$, using $(\sqrt2)^2=2$.

```lean
/-- The characteristic polynomial of the asymmetric singlet Hamiltonian. -/
theorem singlet_charpoly (U d t : ℝ) :
    (singletH U d t).charpoly =
      X * ((X - C U) ^ 2 - C (d ^ 2)) - C (4 * t ^ 2) * (X - C U) := by
  have h : √2 ^ 2 = (2 : ℝ) := Real.sq_sqrt (by norm_num)
  apply Polynomial.funext
  intro x
  rw [Matrix.charpoly, Matrix.det_fin_three]
  simp [singletH]
  linear_combination (-2 * t ^ 2 * (x - U)) * h
```

`IsRoot x` therefore means $p(x)=0$.

```lean
/-- A number is a root of the characteristic polynomial exactly when it solves the cubic
secular equation. -/
theorem isRoot_iff (U d t x : ℝ) :
    (singletH U d t).charpoly.IsRoot x ↔
      x * ((x - U) ^ 2 - d ^ 2) - 4 * t ^ 2 * (x - U) = 0 := by
  rw [Polynomial.IsRoot.def, singlet_charpoly]
  simp only [eval_sub, eval_mul, eval_pow, eval_X, eval_C]
```

## The two-level energy

With $s=\sqrt{c^2+4w}$, $L(L-c)=(s^2-c^2)/4=w$. For $w>0$ we have $s>|c|$, so $L<0$ and $L<c$.

```lean
/-- With nonzero coupling, the lower two-level energy solves its secular equation and lies
strictly below both uncoupled energies. -/
theorem lowerLevel_spec (c : ℝ) {w : ℝ} (hw : 0 < w) :
    lowerLevel c w * (lowerLevel c w - c) = w ∧ lowerLevel c w < min 0 c := by
  have hs : √(c ^ 2 + 4 * w) ^ 2 = c ^ 2 + 4 * w := Real.sq_sqrt (by positivity)
  have h1 : c < √(c ^ 2 + 4 * w) := Real.lt_sqrt_of_sq_lt (by linarith)
  have h2 : -c < √(c ^ 2 + 4 * w) := Real.lt_sqrt_of_sq_lt (by nlinarith)
  unfold lowerLevel
  refine ⟨by linear_combination hs / 4, lt_min (by linarith) (by linarith)⟩
```

## A root below $U-|d|$ is the lowest

Write $a=U+d-E$ and $b=U-d-E$, both positive when $E<U-|d|$. The cubic becomes $E\,ab+2t^2(a+b)=0$. Suppose there were a lower root $x$, and let $s=E-x>0$ (no longer the square root of the previous section). For $x$ the two differences are $a'=a+s$ and $b'=b+s$. Multiplying the equation for $E$ by $a'b'$, that for $x$ by $ab$, and subtracting leaves

$$s\,ab\,a'b'+2t^2\big[s(a^2+b^2)+(a+b)s^2\big]=0.$$

The first term is positive and the second nonnegative, a contradiction. In the code this identity is `key`.

```lean
/-- No root of the characteristic polynomial lies below a root that is itself smaller than
`U - |d|`, the lower of the two doubly occupied energies. -/
theorem root_is_lowest {U d t E x : ℝ} (hE : (singletH U d t).charpoly.IsRoot E)
    (hlt : E < U - |d|) (hx : (singletH U d t).charpoly.IsRoot x) : E ≤ x := by
  rw [isRoot_iff] at hE hx
  by_contra hcon
  have hs : 0 < E - x := by linarith [not_le.1 hcon]
  have ha : 0 < U + d - E := by linarith [neg_abs_le d]
  have hb : 0 < U - d - E := by linarith [le_abs_self d]
  have ha' : 0 < U + d - x := by linarith
  have hb' : 0 < U - d - x := by linarith
  -- combining the two secular equations: a positive term plus a nonnegative term would be zero
  have key : (E - x) * ((U + d - E) * (U - d - E) * ((U + d - x) * (U - d - x)))
      + 2 * t ^ 2 * ((E - x) * ((U + d - E) ^ 2 + (U - d - E) ^ 2)
        + ((U + d - E) + (U - d - E)) * (E - x) ^ 2) = 0 := by
    linear_combination ((U + d - x) * (U - d - x)) * hE - ((U + d - E) * (U - d - E)) * hx
  have pos1 : 0 < (E - x) * ((U + d - E) * (U - d - E) * ((U + d - x) * (U - d - x))) := by
    positivity
  have pos2 : 0 ≤ 2 * t ^ 2 * ((E - x) * ((U + d - E) ^ 2 + (U - d - E) ^ 2)
        + ((U + d - E) + (U - d - E)) * (E - x) ^ 2) := by
    positivity
  linarith
```

## Two comparison energies bracket the root

Set $c=U-|d|$, so that $p(x)=x(x-c)(x-U-|d|)-4t^2(x-U)$. Let $l$ and $u$ be the lower levels for $w=4t^2$ and $w=2t^2$. Substituting $l(l-c)=4t^2$ and $u(u-c)=2t^2$ gives

$$p(l)=-4t^2|d|\le0,\qquad p(u)=2t^2(c-u)>0.$$

The intermediate value theorem supplies a root with $l\le E<u$, and $u<\min(0,c)$. Since $E<c$, it is the lowest root. At $t=0$ the lowest energy equals $\min(0,c)$, so the strict inequality needs the hopping.

```lean
/-- For nonzero hopping the lowest singlet energy lies strictly below `min 0 (U - |d|)`, and it is
bracketed by two explicit two-level energies. -/
theorem lowest_singlet_energy (U d : ℝ) {t : ℝ} (ht : t ≠ 0) :
    ∃ E, (singletH U d t).charpoly.IsRoot E ∧
      (∀ x, (singletH U d t).charpoly.IsRoot x → E ≤ x) ∧
      E < min 0 (U - |d|) ∧
      lowerLevel (U - |d|) (4 * t ^ 2) ≤ E ∧ E < lowerLevel (U - |d|) (2 * t ^ 2) := by
  have ht2 : 0 < t ^ 2 := by positivity
  have hd : |d| ^ 2 = d ^ 2 := sq_abs d
  obtain ⟨hl, -⟩ := lowerLevel_spec (U - |d|) (w := 4 * t ^ 2) (by positivity)
  obtain ⟨hu, hum⟩ := lowerLevel_spec (U - |d|) (w := 2 * t ^ 2) (by positivity)
  have hle : lowerLevel (U - |d|) (4 * t ^ 2) ≤ lowerLevel (U - |d|) (2 * t ^ 2) := by
    have := Real.sqrt_le_sqrt (show (U - |d|) ^ 2 + 4 * (2 * t ^ 2)
      ≤ (U - |d|) ^ 2 + 4 * (4 * t ^ 2) by linarith)
    unfold lowerLevel
    linarith
  generalize lowerLevel (U - |d|) (4 * t ^ 2) = l at *
  generalize lowerLevel (U - |d|) (2 * t ^ 2) = u at *
  have huc : u < U - |d| := hum.trans_le (min_le_right _ _)
  let p : ℝ → ℝ := fun x => x * ((x - U) ^ 2 - d ^ 2) - 4 * t ^ 2 * (x - U)
  -- the cubic is nonpositive at the lower comparison energy and positive at the upper one
  have hpl : p l ≤ 0 := by
    have e : p l = -(4 * t ^ 2 * |d|) := by
      simp only [p]
      linear_combination (l - U - |d|) * hl + l * hd
    rw [e]
    have : 0 ≤ 4 * t ^ 2 * |d| := by positivity
    linarith
  have hpu : 0 < p u := by
    have e : p u = 2 * t ^ 2 * (U - |d| - u) := by
      simp only [p]
      linear_combination (u - U - |d|) * hu + u * hd
    rw [e]
    exact mul_pos (by positivity) (by linarith)
  have hc : Continuous p := by fun_prop
  obtain ⟨E, ⟨hlE, hEu⟩, hE⟩ := intermediate_value_Icc hle hc.continuousOn ⟨hpl, hpu.le⟩
  have hlt : E < u := by
    refine lt_of_le_of_ne hEu ?_
    intro h
    rw [h] at hE
    linarith
  have hroot : (singletH U d t).charpoly.IsRoot E := (isRoot_iff U d t E).2 hE
  exact ⟨E, hroot, fun x hx => root_is_lowest hroot (hlt.trans huc) hx,
    hlt.trans hum, hlE, hlt⟩
```

## The eigenvector

The definitions give $a g_0=b g_1=\sqrt2\,t$. Dividing the cubic by $ab$ gives the third row, $E+\sqrt2\,t(g_0+g_1)=0$.

```lean
/-- At a root below `U - |d|`, the amplitudes of `groundState` satisfy the three component equations
of the eigenvalue problem. -/
theorem amplitude_relations {U d t E : ℝ} (hE : (singletH U d t).charpoly.IsRoot E)
    (hlt : E < U - |d|) :
    groundState U d t E 0 * (U + d - E) = √2 * t ∧
    groundState U d t E 1 * (U - d - E) = √2 * t ∧
    E + √2 * t * (groundState U d t E 0 + groundState U d t E 1) = 0 := by
  rw [isRoot_iff] at hE
  have ha : 0 < U + d - E := by linarith [neg_abs_le d]
  have hb : 0 < U - d - E := by linarith [le_abs_self d]
  have hs : √2 ^ 2 = (2 : ℝ) := Real.sq_sqrt (by norm_num)
  have h0 : groundState U d t E 0 * (U + d - E) = √2 * t := div_mul_cancel₀ _ ha.ne'
  have h1 : groundState U d t E 1 * (U - d - E) = √2 * t := div_mul_cancel₀ _ hb.ne'
  refine ⟨h0, h1, ?_⟩
  have h : (E + √2 * t * (groundState U d t E 0 + groundState U d t E 1))
      * ((U + d - E) * (U - d - E)) = 0 := by
    linear_combination hE + (√2 * t * (U - d - E)) * h0 + (√2 * t * (U + d - E)) * h1
      + (t ^ 2 * (2 * U - 2 * E)) * hs
  exact (mul_eq_zero.1 h).resolve_right (mul_pos ha hb).ne'
```

These relations are the three components of $Hg=Eg$, where `*ᵥ` is the matrix acting on a vector.

```lean
/-- At a root below `U - |d|`, the state `groundState` is an eigenvector of the Hamiltonian. -/
theorem groundState_eigen {U d t E : ℝ} (hE : (singletH U d t).charpoly.IsRoot E)
    (hlt : E < U - |d|) :
    singletH U d t *ᵥ groundState U d t E = E • groundState U d t E := by
  obtain ⟨h0, h1, h2⟩ := amplitude_relations hE hlt
  have hc : groundState U d t E 2 = 1 := rfl
  ext i
  fin_cases i
  · simp [singletH, Matrix.mulVec, dotProduct, Fin.sum_univ_three, hc]
    linear_combination h0
  · simp [singletH, Matrix.mulVec, dotProduct, Fin.sum_univ_three, hc]
    linear_combination h1
  · simp [singletH, Matrix.mulVec, dotProduct, Fin.sum_univ_three, hc]
    linear_combination -h2
```

## Energy excess as two squares

For a real trial vector $v$, not necessarily normalised, the same relations give

$$v\cdot Hv-E\,v\cdot v=a(v_0-g_0v_2)^2+b(v_1-g_1v_2)^2\ge0.$$

Equality forces $v=v_2\,g$, so the ground state is nondegenerate within the singlet space.

```lean
/-- Variational principle: a root `E` below `U - |d|` bounds the energy of every trial vector from
below, with equality exactly for the multiples of `groundState`. -/
theorem variational_principle {U d t E : ℝ} (hE : (singletH U d t).charpoly.IsRoot E)
    (hlt : E < U - |d|) (v : Fin 3 → ℝ) :
    E * (v ⬝ᵥ v) ≤ v ⬝ᵥ (singletH U d t *ᵥ v) ∧
    (v ⬝ᵥ (singletH U d t *ᵥ v) = E * (v ⬝ᵥ v) ↔ v = v 2 • groundState U d t E) := by
  obtain ⟨h0, h1, h2⟩ := amplitude_relations hE hlt
  have ha : 0 < U + d - E := by linarith [neg_abs_le d]
  have hb : 0 < U - d - E := by linarith [le_abs_self d]
  -- the energy excess is a sum of two weighted squares
  have key : v ⬝ᵥ (singletH U d t *ᵥ v) - E * (v ⬝ᵥ v) =
      (U + d - E) * (v 0 - groundState U d t E 0 * v 2) ^ 2
      + (U - d - E) * (v 1 - groundState U d t E 1 * v 2) ^ 2 := by
    simp [singletH, Matrix.mulVec, dotProduct, Fin.sum_univ_three]
    linear_combination (-(v 2) ^ 2) * h2
      + (2 * v 0 * v 2 - groundState U d t E 0 * v 2 ^ 2) * h0
      + (2 * v 1 * v 2 - groundState U d t E 1 * v 2 ^ 2) * h1
  have p0 : 0 ≤ (U + d - E) * (v 0 - groundState U d t E 0 * v 2) ^ 2 :=
    mul_nonneg ha.le (sq_nonneg _)
  have p1 : 0 ≤ (U - d - E) * (v 1 - groundState U d t E 1 * v 2) ^ 2 :=
    mul_nonneg hb.le (sq_nonneg _)
  refine ⟨by linarith, fun h => ?_, fun h => ?_⟩
  · have e0 : (U + d - E) * (v 0 - groundState U d t E 0 * v 2) ^ 2 = 0 := by linarith
    have e1 : (U - d - E) * (v 1 - groundState U d t E 1 * v 2) ^ 2 = 0 := by linarith
    have z0 := (pow_eq_zero_iff two_ne_zero).1 ((mul_eq_zero.1 e0).resolve_left ha.ne')
    have z1 := (pow_eq_zero_iff two_ne_zero).1 ((mul_eq_zero.1 e1).resolve_left hb.ne')
    ext i
    fin_cases i
    · show v 0 = v 2 * groundState U d t E 0
      linarith
    · show v 1 = v 2 * groundState U d t E 1
      linarith
    · show v 2 = v 2 * 1
      ring
  · have e0 : v 0 = v 2 * groundState U d t E 0 := congrFun h 0
    have e1 : v 1 = v 2 * groundState U d t E 1 := congrFun h 1
    have z0 : v 0 - groundState U d t E 0 * v 2 = 0 := by linarith
    have z1 : v 1 - groundState U d t E 1 * v 2 = 0 := by linarith
    rw [z0, z1] at key
    linarith

end

end AsymmetricHubbardDimer
```

```lean
#print axioms AsymmetricHubbardDimer.lowest_singlet_energy
#print axioms AsymmetricHubbardDimer.groundState_eigen
#print axioms AsymmetricHubbardDimer.variational_principle
```

```
'AsymmetricHubbardDimer.lowest_singlet_energy' depends on axioms: [propext, Classical.choice, Quot.sound]
'AsymmetricHubbardDimer.groundState_eigen' depends on axioms: [propext, Classical.choice, Quot.sound]
'AsymmetricHubbardDimer.variational_principle' depends on axioms: [propext, Classical.choice, Quot.sound]
```

## A case with integer energy

Take $U=7$, $d=3$, $t=2$. Then

$$p(x)=x^3-14x^2+24x+112=(x+2)(x^2-16x+56),$$

with roots $-2$ and $8\pm2\sqrt2$. Here $c=4$, and the bracket is $-2.47\le-2<-1.46$. The normalised ground state is $(1,2,3\sqrt2)/\sqrt{23}$, which gives site occupations $20/23$ and $26/23$.

## Bracketed root finding in a dimer code

For $t\neq0$ a program can compute $l$ and $u$ and bisect $p$ between them; for $d=0$ the endpoint $l$ is already the root. The normalised $g$ then yields the site occupations. For this two-site, two-electron singlet model, they provide exact reference densities against which approximate lattice density functionals can be tested.
